# Exponential decay length of a propagator with q² = k² + ik/l: between 2l and 2l(1 + 1/(8k²l²))

A code that gives a disorder-averaged propagator the damping factor exp(-r/l), with l the mean free path, makes the wave die out too fast. Its squared amplitude then carries exp(-2r/l), as if the mean free path were l/2. A code that takes the wrong square root of q² does worse, because its wave grows exponentially at large distance. Apart from the geometric spreading, the correct amplitude decays over about 2l when kl is large, and the error in "about" has an explicit bound.

## Two exponentials around the amplitude

Let k > 0 be the wavenumber, l > 0 the mean free path and r > 0 the distance from a point source in three dimensions. The averaged propagator is modelled as

G(r) = -exp(iqr)/(4πr), q² = k² + ik/l, Im q > 0.

The term ik/l stands for scattering out of the coherent wave, and it defines l here. A mean free path defined instead as 1/(2 Im q), from the decay of the squared amplitude, is longer, and the two agree in the limit of large kl. Its amplitude is

|G(r)| = exp(-r Im q)/(4πr),

and the damping rate satisfies

(1/(2l)) / (1 + 1/(8k²l²)) ≤ Im q < 1/(2l).

Apart from the spreading factor 1/(4πr), the amplitude therefore lies between exponentials with decay lengths 2l and 2l(1 + 1/(8k²l²)). For k = l = 1 the bounds are 0.444 and 0.5, and Im q is about 0.455.

## Self-energies, cutoffs and fitted mean free paths

For a single particle of mass m with a self-energy Σ that is independent of momentum and position, the complex wavenumber follows from

q² = (2m/ħ²)(E - Σ).

Here k² = (2m/ħ²)(E - Re Σ), which requires E > Re Σ, and Im Σ = -ħ/(2τ) for a lifetime τ. With l = ħkτ/m the imaginary part of q² is m/(ħτ) = k/l, which is the relation above. The resolvent kernel is then (2m/ħ²)G(r). In this one-particle model of an infinite, uniform medium, the bound turns an electronic self-energy into a decay length in space.

Suppose the code drops the propagator once its exponential factor has fallen to ε. The cutoff radius is ln(1/ε)/Im q. The shortcut 2l ln(1/ε) is always too small: for k = l = 1 and ε = 10⁻⁶, the factor left at that radius is about 3.5·10⁻⁶. The radius 2l(1 + 1/(8k²l²)) ln(1/ε) is always large enough.

The same bound applies when l is read off from a computed propagator. The slope of ln(r|G(r)|) against r is -Im q, so the estimate 1/(2 Im q) exceeds l, by a factor of at most 1 + 1/(8k²l²). With explicit disorder realisations, the complex propagator has to be averaged before its modulus is taken, since the average of |G|² also contains the scattered intensity.

The closed form for Im q, derived in the next section, contains a difference of nearly equal numbers when kl is large. In single precision with k = 1 and l = 10⁴, the sum k⁴ + (k/l)² = 1 + 10⁻⁸ rounds to 1, and the computed Im q is zero. The equivalent expression Im q = k/(2l Re q) gives 5·10⁻⁵.

## From the dispersion relation to the damping rate

Write q = a + ib with a and b real. Then q² = a² - b² + 2iab, and comparing real and imaginary parts gives

a² - b² = k²,
2ab = k/l.

To solve these equations, add their squares:

(a² + b²)² = (a² - b²)² + (2ab)² = k⁴ + (k/l)².

With S = √(k⁴ + (k/l)²), this means a² + b² = S, and hence

a = √((S + k²)/2), b = √((S - k²)/2).

Since S > k², both are positive. They do solve the equations: a² - b² = k², and (2ab)² = S² - k⁴ = (k/l)², where 2ab and k/l are both positive and so are equal. The only other root of q² is -q, whose imaginary part is negative. The condition Im q > 0 therefore selects exactly one root.

The propagator is tied to its wave equation through u(r) = rG(r) = -exp(iqr)/(4π). Differentiating twice gives

u' = iqu,
u'' = (iq)²u = -q²u.

The Laplacian of a spherically symmetric G is u''/r, so G satisfies ∇²G + q²G = 0 for r > 0.

For the upper bound, b > 0 and 2ab = k/l > 0 give a > 0. Then a² = k² + b² > k², so a > k. Since 2lab = k,

b = k/(2la) < 1/(2l).

For the lower bound, set e = 1/(8k²l²), so that 2ek² = 1/(4l²). The upper bound on b now limits a:

a² = k² + b² ≤ k² + 1/(4l²) = k² + 2ek² ≤ k²(1 + e)².

Hence a ≤ k(1 + e), and

b = k/(2la) ≥ (1/(2l))/(1 + e).

For the amplitude, iqr = iar - br. The factor exp(iar) has modulus 1, so |exp(iqr)| = exp(-br), and division by 4πr gives |G(r)|. Because exp(-br) decreases as b increases, the bounds on b become

exp(-r/(2l))/(4πr) < |G(r)| ≤ exp(-r/(2l(1 + e)))/(4πr).

Finally, the relative deviation of b from 1/(2l) is 1 - 2lb. It is positive because 2lb < 1. The lower bound says 2lb(1 + e) ≥ 1, so

1 - 2lb ≤ 2lb·e ≤ e = 1/(8k²l²).

## Definitions and proofs in Lean

```lean
import Mathlib

open Complex

namespace DisorderedPropagator

noncomputable section

/-- The complex wavenumber `q` of a wave with wavenumber `k` and mean free path `l ≠ 0`:
it solves `q² = k² + i k / l` and has positive imaginary part. -/
def IsDampedWavenumber (k l : ℝ) (q : ℂ) : Prop :=
  q ^ 2 = (k : ℂ) ^ 2 + I * ((k / l : ℝ) : ℂ) ∧ 0 < q.im

/-- A closed form for the complex wavenumber, with real and imaginary parts given by real square
roots, for positive `k` and `l`. -/
def dampedWavenumber (k l : ℝ) : ℂ :=
  ⟨Real.sqrt ((Real.sqrt (k ^ 4 + (k / l) ^ 2) + k ^ 2) / 2),
   Real.sqrt ((Real.sqrt (k ^ 4 + (k / l) ^ 2) - k ^ 2) / 2)⟩

/-- The propagator `-exp(i q r) / (4 π r)` in three dimensions, at distance `r > 0` from the source.
-/
def propagator (q : ℂ) (r : ℝ) : ℂ :=
  -Complex.exp (I * q * r) / ((4 * Real.pi * r : ℝ) : ℂ)

/-- The complex dispersion relation is equivalent to two real equations, one for the real
part and one for the imaginary part. -/
theorem dispersion_iff (k l : ℝ) (q : ℂ) :
    q ^ 2 = (k : ℂ) ^ 2 + I * ((k / l : ℝ) : ℂ) ↔
      q.re ^ 2 - q.im ^ 2 = k ^ 2 ∧ 2 * q.re * q.im = k / l := by
  generalize k / l = c
  rw [Complex.ext_iff]
  simp only [pow_two, add_re, add_im, mul_re, mul_im, I_re, I_im, ofReal_re, ofReal_im]
  constructor <;> rintro ⟨h1, h2⟩ <;> constructor <;> linarith

/-- For positive `k` and `l` the complex wavenumber exists, is unique, and is given by the
closed form. -/
theorem isDampedWavenumber_iff {k l : ℝ} (hk : 0 < k) (hl : 0 < l) (q : ℂ) :
    IsDampedWavenumber k l q ↔ q = dampedWavenumber k l := by
  have hc : 0 < k / l := div_pos hk hl
  -- the closed form solves the dispersion relation
  have hsol : IsDampedWavenumber k l (dampedWavenumber k l) := by
    unfold IsDampedWavenumber
    rw [dispersion_iff]
    simp only [dampedWavenumber]
    have hS : Real.sqrt (k ^ 4 + (k / l) ^ 2) ^ 2 = k ^ 4 + (k / l) ^ 2 :=
      Real.sq_sqrt (by positivity)
    have hS0 : 0 ≤ Real.sqrt (k ^ 4 + (k / l) ^ 2) := Real.sqrt_nonneg _
    generalize Real.sqrt (k ^ 4 + (k / l) ^ 2) = S at hS hS0 ⊢
    have hlt : k ^ 2 < S := by
      refine (sq_lt_sq₀ (by positivity) hS0).mp ?_
      have h := pow_pos hc 2
      rw [hS]
      linarith [show (k ^ 2) ^ 2 = k ^ 4 by ring]
    have ha : Real.sqrt ((S + k ^ 2) / 2) ^ 2 = (S + k ^ 2) / 2 :=
      Real.sq_sqrt (by positivity)
    have hb : Real.sqrt ((S - k ^ 2) / 2) ^ 2 = (S - k ^ 2) / 2 :=
      Real.sq_sqrt (by linarith)
    refine ⟨⟨?_, ?_⟩, Real.sqrt_pos.mpr (by linarith)⟩
    · rw [ha, hb]
      ring
    · refine (sq_eq_sq₀ (by positivity) hc.le).mp ?_
      rw [mul_pow, mul_pow, ha, hb]
      linear_combination hS
  constructor
  · -- two roots differ at most by a sign, and the sign is fixed by the imaginary part
    intro h
    rcases sq_eq_sq_iff_eq_or_eq_neg.mp (h.1.trans hsol.1.symm) with h1 | h1
    · exact h1
    · have h2 := h.2
      rw [h1, neg_im] at h2
      linarith [hsol.2]
  · rintro rfl
    exact hsol

/-- Away from the source, `u(r) = r G(r)` obeys the radial Helmholtz equation `u'' = -q² u`:
the first derivative is `i q u`, and the derivative of `i q u` is `-q² u`. -/
theorem radial_helmholtz (q : ℂ) {r : ℝ} (hr : 0 < r) :
    HasDerivAt (fun s : ℝ => (s : ℂ) * propagator q s) (I * q * (r * propagator q r)) r ∧
    HasDerivAt (fun s : ℝ => I * q * ((s : ℂ) * propagator q s))
      (-q ^ 2 * (r * propagator q r)) r := by
  have hpi : (Real.pi : ℂ) ≠ 0 := ofReal_ne_zero.mpr Real.pi_ne_zero
  -- the factor r cancels the spherical spreading
  have key : ∀ s : ℝ, s ≠ 0 →
      (s : ℂ) * propagator q s = -Complex.exp (I * q * s) / (4 * (Real.pi : ℂ)) := by
    intro s hs
    have hs' : (s : ℂ) ≠ 0 := ofReal_ne_zero.mpr hs
    unfold propagator
    push_cast
    field_simp
  have h0 : HasDerivAt (fun s : ℝ => I * q * (s : ℂ)) (I * q) r := by
    have h := (hasDerivAt_id r).ofReal_comp.const_mul (I * q)
    exact h.congr_deriv (by simp)
  have h1 : HasDerivAt (fun s : ℝ => (s : ℂ) * propagator q s)
      (I * q * (r * propagator q r)) r := by
    rw [key r hr.ne']
    have hE : HasDerivAt (fun s : ℝ => -Complex.exp (I * q * s) / (4 * (Real.pi : ℂ)))
        (I * q * (-Complex.exp (I * q * r) / (4 * (Real.pi : ℂ)))) r :=
      (h0.cexp.fun_neg.div_const (4 * (Real.pi : ℂ))).congr_deriv (by ring)
    exact hE.congr_of_eventuallyEq ((eventually_ne_nhds hr.ne').mono key)
  refine ⟨h1, (h1.const_mul (I * q)).congr_deriv ?_⟩
  linear_combination (q ^ 2 * (r * propagator q r)) * I_sq

/-- For positive `k` and `l`, the damping rate `Im q` lies below `1/(2l)` and is at least
`1/(2l)` divided by `1 + 1/(8 k² l²)`. -/
theorem damping_bounds {k l : ℝ} {q : ℂ} (hk : 0 < k) (hl : 0 < l)
    (hq : IsDampedWavenumber k l q) :
    (1 / (2 * l)) / (1 + 1 / (8 * k ^ 2 * l ^ 2)) ≤ q.im ∧ q.im < 1 / (2 * l) := by
  obtain ⟨h1, h2⟩ := (dispersion_iff k l q).mp hq.1
  have hb := hq.2
  have h2l : 0 < 2 * l := by positivity
  have hprod : q.re * (q.im * (2 * l)) = k := by
    have h : k / l * l = k := div_mul_cancel₀ k hl.ne'
    rw [← h2] at h
    linarith
  have ht : 0 < q.im * (2 * l) := mul_pos hb h2l
  have ha : 0 < q.re := by
    by_contra h
    have := mul_nonpos_of_nonpos_of_nonneg (not_lt.mp h) ht.le
    linarith
  -- damping raises the real part above k
  have hak : k < q.re := (sq_lt_sq₀ hk.le ha.le).mp (by linarith [pow_pos hb 2])
  have hup : q.im < 1 / (2 * l) := by
    rw [lt_div_iff₀ h2l]
    have h := mul_lt_mul_of_pos_right hak ht
    exact lt_of_mul_lt_mul_left (by linarith : k * (q.im * (2 * l)) < k * 1) hk.le
  refine ⟨?_, hup⟩
  have he : 0 < 1 / (8 * k ^ 2 * l ^ 2) := by positivity
  have hek : 2 * (1 / (8 * k ^ 2 * l ^ 2)) * k ^ 2 = (1 / (2 * l)) ^ 2 := by
    field_simp
    norm_num
  generalize 1 / (8 * k ^ 2 * l ^ 2) = e at he hek ⊢
  have hb2 : q.im ^ 2 ≤ (1 / (2 * l)) ^ 2 := pow_le_pow_left₀ hb.le hup.le 2
  -- the upper bound on Im q limits the real part in turn
  have hae : q.re ≤ k * (1 + e) := by
    refine (sq_le_sq₀ ha.le (by positivity)).mp ?_
    have h : 0 ≤ (k * e) ^ 2 := sq_nonneg _
    linarith [show (k * (1 + e)) ^ 2 = k ^ 2 + 2 * e * k ^ 2 + (k * e) ^ 2 by ring]
  rw [div_le_iff₀ (by positivity), div_le_iff₀ h2l]
  have h := mul_le_mul_of_nonneg_right hae ht.le
  exact le_of_mul_le_mul_left
    (by linarith : k * 1 ≤ k * (q.im * (1 + e) * (2 * l))) hk

/-- At distance `r > 0` the propagator has amplitude `exp(-r Im q) / (4 π r)`. -/
theorem norm_propagator (q : ℂ) {r : ℝ} (hr : 0 < r) :
    ‖propagator q r‖ = Real.exp (-(r * q.im)) / (4 * Real.pi * r) := by
  have hre : (I * q * (r : ℂ)).re = -(r * q.im) := by
    simp only [mul_re, mul_im, I_re, I_im, ofReal_re, ofReal_im]
    ring
  have hpos : 0 ≤ 4 * Real.pi * r := by positivity
  rw [propagator, norm_div, norm_neg, Complex.norm_exp, hre, Complex.norm_real,
    Real.norm_of_nonneg hpos]

/-- For positive `k`, `l` and `r`, the amplitude of the disorder-averaged propagator lies
between two exponentials over `4 π r`, with decay lengths `2l` and
`2l (1 + 1/(8 k² l²))`. -/
theorem averaged_propagator_decay {k l r : ℝ} {q : ℂ} (hk : 0 < k) (hl : 0 < l)
    (hr : 0 < r) (hq : IsDampedWavenumber k l q) :
    Real.exp (-(r / (2 * l))) / (4 * Real.pi * r) < ‖propagator q r‖ ∧
    ‖propagator q r‖ ≤
      Real.exp (-(r / (2 * l) / (1 + 1 / (8 * k ^ 2 * l ^ 2)))) / (4 * Real.pi * r) := by
  obtain ⟨hlo, hup⟩ := damping_bounds hk hl hq
  have hpos : 0 < 4 * Real.pi * r := by positivity
  rw [norm_propagator q hr]
  constructor
  · refine div_lt_div_of_pos_right (Real.exp_lt_exp.mpr (neg_lt_neg ?_)) hpos
    calc r * q.im < r * (1 / (2 * l)) := mul_lt_mul_of_pos_left hup hr
      _ = r / (2 * l) := by ring
  · refine div_le_div_of_nonneg_right (Real.exp_le_exp.mpr (neg_le_neg ?_)) hpos.le
    calc r / (2 * l) / (1 + 1 / (8 * k ^ 2 * l ^ 2))
        = r * ((1 / (2 * l)) / (1 + 1 / (8 * k ^ 2 * l ^ 2))) := by ring
      _ ≤ r * q.im := mul_le_mul_of_nonneg_left hlo hr.le

/-- For positive `k` and `l`, the relative amount by which `Im q` falls short of `1/(2l)` is
positive and at most `1/(8 k² l²)`. -/
theorem weak_disorder_error {k l : ℝ} {q : ℂ} (hk : 0 < k) (hl : 0 < l)
    (hq : IsDampedWavenumber k l q) :
    0 < 1 - 2 * l * q.im ∧ 1 - 2 * l * q.im ≤ 1 / (8 * k ^ 2 * l ^ 2) := by
  obtain ⟨hlo, hup⟩ := damping_bounds hk hl hq
  have h2l : 0 < 2 * l := by positivity
  have he : 0 < 1 / (8 * k ^ 2 * l ^ 2) := by positivity
  generalize 1 / (8 * k ^ 2 * l ^ 2) = e at he hlo ⊢
  rw [lt_div_iff₀ h2l] at hup
  rw [div_le_iff₀ (by positivity), div_le_iff₀ h2l] at hlo
  have h := mul_le_mul_of_nonneg_right hup.le he.le
  constructor <;> linarith

end

end DisorderedPropagator
```

```lean
#print axioms DisorderedPropagator.isDampedWavenumber_iff
-- 'DisorderedPropagator.isDampedWavenumber_iff' depends on axioms: [propext, Classical.choice, Quot.sound]
#print axioms DisorderedPropagator.radial_helmholtz
-- 'DisorderedPropagator.radial_helmholtz' depends on axioms: [propext, Classical.choice, Quot.sound]
#print axioms DisorderedPropagator.averaged_propagator_decay
-- 'DisorderedPropagator.averaged_propagator_decay' depends on axioms: [propext, Classical.choice, Quot.sound]
#print axioms DisorderedPropagator.weak_disorder_error
-- 'DisorderedPropagator.weak_disorder_error' depends on axioms: [propext, Classical.choice, Quot.sound]
```

## A given mean free path and a bounded decay rate

`IsDampedWavenumber k l q` says that the complex number `q` satisfies the dispersion relation and has positive imaginary part. `dampedWavenumber k l` is the closed form, and `propagator q r` is G(r), in the sign convention where ∇² + q² acting on G gives a positive delta function. The wavenumber, mean free path and distance are real numbers; a and b are `q.re` and `q.im`.

For positive `k` and `l`, `isDampedWavenumber_iff` states that the conditions on `q` hold exactly when `q` is the closed form. `damping_bounds` gives the two bounds on `q.im`, and `weak_disorder_error` gives the bound on the relative deviation. `averaged_propagator_decay` adds a positive `r` and places the amplitude between the two exponentials. None of these needs kl to be large. The two bounds on `q.im` differ by the factor 1 + 1/(8k²l²), whereas the ratio of the two amplitude bounds grows exponentially with r.

`norm_propagator` and `radial_helmholtz` hold for every complex `q` and every `r > 0`. The sign of `q.im` thus enters only through `IsDampedWavenumber`; without it, -q would be admitted too, and its amplitude grows exponentially at large r.

The mean free path is an input. No random potential appears in the file, no average is taken, and the form of q² is assumed, not derived from a scattering model. The wave equation is established away from the source, which leaves the delta function at r = 0 as part of the physical reading. Boundaries, anisotropy and a self-energy that depends on momentum would need a different propagator. The inequalities concern real numbers, so the rounding problem described above is a separate matter.

## Real and imaginary parts, then monotonicity

`dispersion_iff` separates the complex equation into its two real ones by `Complex.ext_iff`, and `linarith` finishes each direction.

In `isDampedWavenumber_iff`, the inner square root is replaced by a variable `S` with its square known. `hlt` is the inequality k² < S. The equation 2ab = k/l is proved by comparing squares with `sq_eq_sq₀`, as in the derivation. For uniqueness, `sq_eq_sq_iff_eq_or_eq_neg` leaves two roots of opposite sign, and the imaginary part rules one out.

In `radial_helmholtz`, `key` cancels the factor r, which is allowed only away from zero. Since a derivative at r > 0 depends only on nearby points, `congr_of_eventuallyEq` carries the derivative of the exponential over to rG(r). The second derivative follows by multiplying by iq and using i² = -1.

`damping_bounds` follows the two-stage estimate. `hprod` is the relation 2lab = k, `hak` is a > k, and `hup` is the upper bound on b. The quantity 1/(8k²l²) then becomes `e`, with `hek` recording that 2ek² = (1/(2l))². `hae` is a ≤ k(1 + e), and the last lines multiply it by 2lb and cancel k to obtain the lower bound.

`norm_propagator` uses `Complex.norm_exp`, by which the modulus of an exponential is the exponential of the real part, here -br. `averaged_propagator_decay` inserts the damping bounds and uses the monotonicity of the exponential. `weak_disorder_error` clears the denominators in the same bounds and multiplies 2lb ≤ 1 by `e`, after which both inequalities are linear.
